# With a spectral gap, a small excess energy of one orbital keeps its force error small

In Car–Parrinello dynamics the orbitals that supply the forces sit slightly above the electronic ground state. A small excess energy alone doesn't make those forces accurate: if the ground level is degenerate, another orbital of that level, orthogonal to the chosen ground vector, has no excess energy and can still give a different force. A gap restores control, shown here for a single real orbital in a finite-dimensional space.

## One orbital, one Hamiltonian, one force operator

The orbitals are vectors in a real inner product space `E`. The Hamiltonian $H$ and the force operator $F$ are continuous linear maps `E →L[ℝ] E`, and $\|F\|$ is the operator norm. In a fixed basis, $F=-\partial H/\partial R$ for a nuclear coordinate $R$.

In Lean 4 with Mathlib:

```lean
import Mathlib

open scoped InnerProductSpace

namespace CarParrinelloForceError

noncomputable section

variable {E : Type*} [NormedAddCommGroup E] [InnerProductSpace ℝ E]
```

The electronic energy and the electronic part of the force are modelled as expectation values, $\langle c,Hc\rangle$ and $\langle c,Fc\rangle$. The nuclear repulsion adds the same force for every orbital, so it cancels in the force error.

```lean
/-- The expectation value `⟨c, A c⟩` of an operator in the orbital `c`. -/
def expectation (A : E →L[ℝ] E) (c : E) : ℝ := ⟪c, A c⟫_ℝ
```

For a unit vector $u$, write $s=\langle u,c\rangle$ and $c_\perp=c-su$, the excited part of $c$.

```lean
/-- The part of the orbital `c` left after removing its component along the unit vector `u`. -/
def excitedPart (u c : E) : E := c - ⟪u, c⟫_ℝ • u
```

The ground vector $u$ has energy $e_0$, and $g>0$ is the distance to the first excited level, or a lower bound for it. The field `gap` constrains every eigenvector orthogonal to $u$, which excludes a degenerate ground level.

```lean
/-- The symmetric Hamiltonian `H` has the unit eigenvector `u` with energy `e0`, and every
eigenvector orthogonal to `u` has energy at least `e0 + g`, where `g > 0`. -/
structure IsGappedGround (H : E →L[ℝ] E) (u : E) (e0 g : ℝ) : Prop where
  symm : (H : E →ₗ[ℝ] E).IsSymmetric
  unit : ‖u‖ = 1
  eigen : H u = e0 • u
  gap_pos : 0 < g
  gap : ∀ (μ : ℝ) (v : E), v ≠ 0 → ⟪u, v⟫_ℝ = 0 → H v = μ • v → e0 + g ≤ μ
```

The nuclei are frozen: the excess energy is an input, not derived from the fictitious orbital dynamics, and sets of several orthonormal orbitals are left aside. The operator $H$ is also fixed, whereas the Kohn–Sham Hamiltonian commonly used in Car–Parrinello dynamics depends on the orbitals through the density; that dependence isn't treated here.

## (a) Weight of the excited part

For unit $u$ and $c$, show that
$$\|c_\perp\|^2=1-s^2.$$

**Solution.** Expanding, $\|c-su\|^2=\|c\|^2-2s^2+s^2\|u\|^2=1-s^2$.

```lean
/-- For unit vectors `u` and `c`, the excited part of `c` has squared norm `1 - ⟨u, c⟩²`. -/
theorem norm_sq_excitedPart {u c : E} (hu : ‖u‖ = 1) (hc : ‖c‖ = 1) :
    ‖excitedPart u c‖ ^ 2 = 1 - ⟪u, c⟫_ℝ ^ 2 := by
  unfold excitedPart
  rw [norm_sub_sq_real, real_inner_smul_right, norm_smul, hu, hc, real_inner_comm u c,
    mul_one, Real.norm_eq_abs, sq_abs]
  ring
```

## (b) No cross terms

Let $A$ be symmetric with $Au=au$ and $\|u\|=1$. Show that
$$\langle c_\perp,Ac_\perp\rangle=\langle c,Ac\rangle-as^2.$$

**Solution.** Symmetry gives $\langle u,Ac\rangle=\langle Au,c\rangle=as$ (`hs`). The expansion is then $\langle c,Ac\rangle-as^2-as^2+as^2$.

```lean
/-- If the unit vector `u` is an eigenvector of a symmetric operator, the expectation value in `c`
is the eigenvalue times `⟨u, c⟩²` plus the expectation value in the excited part of `c`. -/
theorem expectation_excitedPart {A : E →L[ℝ] E} (hA : (A : E →ₗ[ℝ] E).IsSymmetric)
    {u : E} (hu : ‖u‖ = 1) {a : ℝ} (hau : A u = a • u) (c : E) :
    expectation A (excitedPart u c) = expectation A c - a * ⟪u, c⟫_ℝ ^ 2 := by
  have huu : ⟪u, u⟫_ℝ = 1 := by rw [real_inner_self_eq_norm_sq, hu]; norm_num
  have hs : ⟪u, A c⟫_ℝ = a * ⟪u, c⟫_ℝ := by
    have h : ⟪A u, c⟫_ℝ = ⟪u, A c⟫_ℝ := hA u c
    rw [← h, hau, real_inner_smul_left]
  unfold expectation excitedPart
  simp only [map_sub, map_smul, hau, inner_sub_left, inner_sub_right,
    real_inner_smul_left, real_inner_smul_right, huu, hs, real_inner_comm u c]
  ring
```

## (c) Force error from the excited weight

For unit $u,c$ and symmetric $F$, show that
$$|\langle c,Fc\rangle-\langle u,Fu\rangle|\le 2\|F\|\sqrt{1-s^2}.$$

**Solution.** Since $\langle c,Fu\rangle=\langle u,Fc\rangle$, the difference equals $\langle c-u,F(c+u)\rangle$ (`hfac`). Also
$$\|c-u\|^2\|c+u\|^2=(2-2s)(2+2s)=4(1-s^2),$$
which is `hsq`. Cauchy–Schwarz and $\|F(c+u)\|\le\|F\|\|c+u\|$ finish the estimate in the `calc` block.

```lean
/-- For unit orbitals and a symmetric force operator, the force error is at most twice the
operator norm times the square root of the excited weight `1 - ⟨u, c⟩²`. -/
theorem force_error_le_weight {F : E →L[ℝ] E} (hF : (F : E →ₗ[ℝ] E).IsSymmetric)
    {u c : E} (hu : ‖u‖ = 1) (hc : ‖c‖ = 1) :
    |expectation F c - expectation F u| ≤ 2 * ‖F‖ * √(1 - ⟪u, c⟫_ℝ ^ 2) := by
  -- the difference of two quadratic forms factorises
  have hfac : expectation F c - expectation F u = ⟪c - u, F (c + u)⟫_ℝ := by
    have h : ⟪F c, u⟫_ℝ = ⟪c, F u⟫_ℝ := hF c u
    have h' : ⟪F c, u⟫_ℝ = ⟪u, F c⟫_ℝ := real_inner_comm _ _
    unfold expectation
    rw [map_add, inner_sub_left, inner_add_right, inner_add_right]
    linarith
  -- the two norms multiply to twice the sine of the angle between the orbitals
  have hsq : 1 - ⟪u, c⟫_ℝ ^ 2 = (‖c - u‖ * ‖c + u‖ / 2) ^ 2 := by
    rw [div_pow, mul_pow, norm_sub_sq_real, norm_add_sq_real, hc, hu, real_inner_comm u c]
    ring
  rw [hfac, hsq, Real.sqrt_sq (by positivity)]
  calc |⟪c - u, F (c + u)⟫_ℝ| ≤ ‖c - u‖ * ‖F (c + u)‖ := abs_real_inner_le_norm _ _
    _ ≤ ‖c - u‖ * (‖F‖ * ‖c + u‖) :=
        mul_le_mul_of_nonneg_left (F.le_opNorm _) (norm_nonneg _)
    _ = 2 * ‖F‖ * (‖c - u‖ * ‖c + u‖ / 2) := by ring
```

## (d) From eigenvalues to energies

From here on `E` is finite-dimensional. For every $w$ with $\langle u,w\rangle=0$, show that
$$(e_0+g)\|w\|^2\le\langle w,Hw\rangle.$$

**Solution.** Take an orthonormal eigenbasis $Hb_i=\lambda_ib_i$, so that $\langle w,Hw\rangle=\sum_i\lambda_i\langle b_i,w\rangle^2$. It suffices to compare term by term (`key`).

- If $\langle u,b_i\rangle=0$, the gap condition gives $\lambda_i\ge e_0+g$.
- Otherwise $e_0\langle u,b_i\rangle=\langle Hu,b_i\rangle=\lambda_i\langle u,b_i\rangle$, so $\lambda_i=e_0$ (`hl`). If $b_i-\langle u,b_i\rangle u$ were nonzero, it would be an eigenvector orthogonal to $u$ with energy $e_0$, against the gap. So $b_i$ is parallel to $u$ (`hv`), and $\langle b_i,w\rangle=0$.

```lean
variable [FiniteDimensional ℝ E] {H : E →L[ℝ] E} {u : E} {e0 g : ℝ}

/-- For a gapped ground vector `u`, every vector `w` orthogonal to `u` satisfies
`⟨w, H w⟩ ≥ (e0 + g) ‖w‖²`. -/
theorem gap_on_complement (h : IsGappedGround H u e0 g) {w : E} (hw : ⟪u, w⟫_ℝ = 0) :
    (e0 + g) * ‖w‖ ^ 2 ≤ expectation H w := by
  have hs : ∀ x y, ⟪H x, y⟫_ℝ = ⟪x, H y⟫_ℝ := h.symm
  obtain ⟨b, lam, hb⟩ : ∃ (b : OrthonormalBasis (Fin (Module.finrank ℝ E)) ℝ E)
      (lam : Fin (Module.finrank ℝ E) → ℝ), ∀ i, H (b i) = lam i • b i :=
    ⟨h.symm.eigenvectorBasis rfl, h.symm.eigenvalues rfl, fun i => by
      exact h.symm.apply_eigenvectorBasis rfl i⟩
  have key : ∀ i, (e0 + g) * ⟪b i, w⟫_ℝ ^ 2 ≤ lam i * ⟪b i, w⟫_ℝ ^ 2 := by
    intro i
    by_cases hi : ⟪u, b i⟫_ℝ = 0
    · have hne : b i ≠ 0 := b.orthonormal.ne_zero i
      exact mul_le_mul_of_nonneg_right (h.gap _ _ hne hi (hb i)) (sq_nonneg _)
    · -- a basis vector overlapping with `u` has energy `e0`, hence is parallel to `u`
      have hl : lam i = e0 := by
        have h1 := hs u (b i)
        rw [h.eigen, hb, real_inner_smul_left, real_inner_smul_right] at h1
        exact (mul_right_cancel₀ hi h1).symm
      have hv : b i - ⟪u, b i⟫_ℝ • u = 0 := by
        by_contra hne
        have h2 := h.gap e0 _ hne
          (by rw [inner_sub_right, real_inner_smul_right, real_inner_self_eq_norm_sq,
                h.unit]; ring)
          (by rw [map_sub, map_smul, hb, hl, h.eigen]; module)
        linarith [h.gap_pos]
      have hz : ⟪b i, w⟫_ℝ = 0 := by
        rw [sub_eq_zero.mp hv, real_inner_smul_left, hw, mul_zero]
      simp [hz]
  unfold expectation
  rw [← real_inner_self_eq_norm_sq, ← b.sum_inner_mul_inner w w,
    ← b.sum_inner_mul_inner w (H w), Finset.mul_sum]
  refine Finset.sum_le_sum fun i _ => ?_
  have e : ⟪b i, H w⟫_ℝ = lam i * ⟪b i, w⟫_ℝ := by
    rw [← hs, hb, real_inner_smul_left]
  rw [e, real_inner_comm (b i) w]
  linarith [key i]
```

## (e) Excited weight from the excess energy

For a unit orbital $c$, show that
$$1-s^2\le\frac{\langle c,Hc\rangle-e_0}{g}.$$

**Solution.** Put $w=c_\perp$ in (d) and use (a) and (b):
$$(e_0+g)(1-s^2)\le\langle c,Hc\rangle-e_0s^2.$$
Subtract $e_0(1-s^2)$ and divide by $g$.

```lean
/-- For a gapped ground vector, the excited weight of a unit orbital is at most its excess
energy divided by the gap. -/
theorem excited_weight_le (h : IsGappedGround H u e0 g) {c : E} (hc : ‖c‖ = 1) :
    1 - ⟪u, c⟫_ℝ ^ 2 ≤ (expectation H c - e0) / g := by
  have horth : ⟪u, excitedPart u c⟫_ℝ = 0 := by
    unfold excitedPart
    rw [inner_sub_right, real_inner_smul_right, real_inner_self_eq_norm_sq, h.unit]
    ring
  have h1 := gap_on_complement h horth
  rw [norm_sq_excitedPart h.unit hc, expectation_excitedPart h.symm h.unit h.eigen] at h1
  rw [le_div_iff₀ h.gap_pos]
  linarith
```

## (f) Force error from the excess energy

For a unit orbital $c$ and symmetric $F$, show that
$$|\langle c,Fc\rangle-\langle u,Fu\rangle|\le2\|F\|\sqrt{\frac{\langle c,Hc\rangle-e_0}{g}}.$$

**Solution.** Insert (e) into (c); the square root is monotone (`Real.sqrt_le_sqrt`).

In one dimension $c=\pm u$, and both sides vanish.

For a numerical instance, take $H=\mathrm{diag}(0,1)$, $u=(1,0)$, $c=(0.8,0.6)$ and
$$F=\begin{pmatrix}-0.6&0.8\\0.8&0.6\end{pmatrix},\qquad\|F\|=1.$$
The excess energy is $0.36$ and $g=1$, so the bound is $1.2$. The forces are $\langle c,Fc\rangle=0.6$ and $\langle u,Fu\rangle=-0.6$, so the error is also $1.2$: the factor 2 can't be lowered.

```lean
/-- **Force error from orbital excitation.** For a gapped ground vector `u`, a unit orbital `c`
and a symmetric force operator `F`, the force error is at most
`2 ‖F‖ √(excess energy / gap)`. -/
theorem force_error_le (h : IsGappedGround H u e0 g) {F : E →L[ℝ] E}
    (hF : (F : E →ₗ[ℝ] E).IsSymmetric) {c : E} (hc : ‖c‖ = 1) :
    |expectation F c - expectation F u| ≤ 2 * ‖F‖ * √((expectation H c - e0) / g) :=
  (force_error_le_weight hF h.unit hc).trans
    (mul_le_mul_of_nonneg_left (Real.sqrt_le_sqrt (excited_weight_le h hc)) (by positivity))
```

## (g) A force operator that shares the ground vector

Suppose also that $Fu=fu$. Show that
$$|\langle c,Fc\rangle-\langle u,Fu\rangle|\le2\|F\|\,\frac{\langle c,Hc\rangle-e_0}{g}.$$

**Solution.** By (b), $\langle c,Fc\rangle-f=\langle c_\perp,Fc_\perp\rangle-f(1-s^2)$. By `hA` and (a), each term is at most $\|F\|(1-s^2)$ in size. This gives `hb`, and (e) finishes.

```lean
/-- If the gapped ground vector is also an eigenvector of the symmetric force operator, the force
error of a unit orbital is at most `2 ‖F‖ (excess energy / gap)`. -/
theorem force_error_le_linear (h : IsGappedGround H u e0 g) {F : E →L[ℝ] E}
    (hF : (F : E →ₗ[ℝ] E).IsSymmetric) {f : ℝ} (hfu : F u = f • u) {c : E} (hc : ‖c‖ = 1) :
    |expectation F c - expectation F u| ≤ 2 * ‖F‖ * ((expectation H c - e0) / g) := by
  have hA : ∀ x, |expectation F x| ≤ ‖F‖ * ‖x‖ ^ 2 := fun x => by
    have h1 := abs_real_inner_le_norm x (F x)
    have h2 := mul_le_mul_of_nonneg_left (F.le_opNorm x) (norm_nonneg x)
    unfold expectation
    nlinarith
  have hu : expectation F u = f := by
    unfold expectation
    rw [hfu, real_inner_smul_right, real_inner_self_eq_norm_sq, h.unit]
    ring
  have hn := norm_sq_excitedPart h.unit hc
  have hp : 0 ≤ 1 - ⟪u, c⟫_ℝ ^ 2 := by rw [← hn]; positivity
  have h1 := hA u
  have h2 := hA (excitedPart u c)
  rw [hu, h.unit, one_pow, mul_one] at h1
  rw [expectation_excitedPart hF h.unit hfu, hn] at h2
  -- without cross terms the error is controlled by the excited weight itself
  have hb : |expectation F c - expectation F u| ≤ 2 * ‖F‖ * (1 - ⟪u, c⟫_ℝ ^ 2) := by
    rw [hu]
    rw [abs_le] at h1 h2 ⊢
    constructor <;> nlinarith [mul_le_mul_of_nonneg_right h1.1 hp,
      mul_le_mul_of_nonneg_right h1.2 hp, h2.1, h2.2]
  exact hb.trans (mul_le_mul_of_nonneg_left (excited_weight_le h hc) (by positivity))
```

## (h) A Hamiltonian with the required gap

For any unit $u$, real $e_0$ and $g>0$, show that
$$Kx=(e_0+g)x-g\langle u,x\rangle u$$
satisfies `IsGappedGround`.

```lean
/-- The Hamiltonian `x ↦ (e0 + g) x - g ⟨u, x⟩ u`. -/
def projectorHamiltonian (u : E) (e0 g : ℝ) : E →L[ℝ] E :=
  LinearMap.toContinuousLinearMap
    { toFun := fun x => (e0 + g) • x - (g * ⟪u, x⟫_ℝ) • u
      map_add' := fun x y => by simp only [inner_add_right]; module
      map_smul' := fun r x => by
        simp only [real_inner_smul_right, RingHom.id_apply]; module }
```

**Solution.** The form $\langle Kx,y\rangle=(e_0+g)\langle x,y\rangle-g\langle u,x\rangle\langle u,y\rangle$ is symmetric in $x$ and $y$, and $Ku=e_0u$. If $v\ne0$ is orthogonal to $u$, then $Kv=(e_0+g)v$, so its eigenvalue is exactly $e_0+g$.

```lean
/-- For any unit vector `u` and `g > 0`, the projector Hamiltonian has `u` as gapped ground
vector with energy `e0` and gap `g`. -/
theorem isGappedGround_witness (hu : ‖u‖ = 1) (hg : 0 < g) :
    IsGappedGround (projectorHamiltonian u e0 g) u e0 g := by
  have hH : ∀ x, projectorHamiltonian u e0 g x = (e0 + g) • x - (g * ⟪u, x⟫_ℝ) • u :=
    fun _ => rfl
  refine ⟨?_, hu, ?_, hg, ?_⟩
  · intro x y
    change ⟪projectorHamiltonian u e0 g x, y⟫_ℝ = ⟪x, projectorHamiltonian u e0 g y⟫_ℝ
    rw [hH x, hH y]
    simp only [inner_sub_left, inner_sub_right, real_inner_smul_left, real_inner_smul_right]
    rw [real_inner_comm u x]
    ring
  · rw [hH, real_inner_self_eq_norm_sq, hu]
    module
  · intro μ v hv huv hμ
    rw [hH, huv, mul_zero, zero_smul, sub_zero] at hμ
    have h0 : (e0 + g - μ) • v = 0 := by rw [sub_smul, hμ, sub_self]
    linarith [(smul_eq_zero.mp h0).resolve_right hv]

end

end CarParrinelloForceError
```

```lean
#print axioms CarParrinelloForceError.force_error_le
#print axioms CarParrinelloForceError.force_error_le_linear
```

```
'CarParrinelloForceError.force_error_le' depends on axioms: [propext, Classical.choice, Quot.sound]
'CarParrinelloForceError.force_error_le_linear' depends on axioms: [propext, Classical.choice, Quot.sound]
```
